# Fiedler's inequality: S ⊙ S⁻¹ − 1 is positive semidefinite for every positive definite overlap matrix S

In a nearly linearly dependent basis, a state of unit norm can need very large expansion coefficients, and small errors in the data are amplified when one solves for them. Suppose a two-particle function is expanded in products of each basis function φ_j with its dual φ̃_j:

Ψ(1,2) = Σ_j x_j φ_j(1) φ̃_j(2)

Fiedler's inequality rules out large coefficients for a Ψ of unit norm: the norm of Ψ is never smaller than that of the coefficient vector x, however close the basis is to linear dependence, as long as its overlap matrix is positive definite. The products themselves can still have large norms and nearly parallel directions.

## A lower bound of one on the pair metric

Let S_ij = ⟨φ_i, φ_j⟩ be the overlap matrix of a finite basis, with the inner product conjugate-linear in its first argument. The dual functions are

φ̃_j = Σ_k (S⁻¹)_kj φ_k

and their overlap matrix is S⁻¹. The products φ_j(1) φ̃_j(2) therefore have the overlap matrix

G_ij = S_ij (S⁻¹)_ij

which is the entrywise product G = S ⊙ S⁻¹. The inequality says that G − 1 is positive semidefinite, where 1 is the identity matrix. For every coefficient vector x,

Σ_ij conj(x_i) G_ij x_j ≥ Σ_j |x_j|²

The basis functions need not be normalised. Multiplying them by positive factors leaves G unchanged.

## Coefficients that cannot blow up

The coefficients of such an expansion can be found by solving G x = b, where b_i is the inner product of φ_i(1) φ̃_i(2) with Ψ. No eigenvalue of G lies below 1, so G is invertible, a Cholesky factorisation of the exact matrix exists, and an error in b causes an error in x of at most the same Euclidean norm. The relative error can still grow. For a normalised Ψ the squared moduli of the coefficients sum to at most 1. This concerns only pair functions of the form above, in which each φ_j is paired with its own dual and no exchange symmetry is imposed. A general pair function in the same basis needs all products φ_i(1) φ̃_j(2). Their overlap matrix has the eigenvalues e_k/e_l, where the e_k are the eigenvalues of S, so its coefficients can still be large when S is nearly singular.

For real basis functions there is also a cheap consistency check on a computed inverse, since every row of G sums to 1. Passing it is necessary for a correct inverse, but not sufficient.

## From eigenvalue pairs to a sum of squares

The dual functions come first. Biorthogonality follows from

⟨φ_i, φ̃_j⟩ = Σ_k S_ik (S⁻¹)_kj = δ_ij

and then, because S⁻¹ is Hermitian,

⟨φ̃_i, φ̃_j⟩ = Σ_k conj((S⁻¹)_ki) δ_kj = conj((S⁻¹)_ji) = (S⁻¹)_ij

Now diagonalise S = U diag(e) U† with U unitary and all e_k > 0. In components,

S_ij = Σ_k e_k U_ik conj(U_jk)

(S⁻¹)_ij = Σ_l (1/e_l) U_il conj(U_jl)

Define the pair amplitudes

c_kl = Σ_j conj(U_jk) conj(U_jl) x_j

Inserting both expansions into the quadratic form and collecting the sums over i and j gives

Σ_ij conj(x_i) G_ij x_j = Σ_kl (e_k/e_l) |c_kl|²

The same calculation with all eigenvalues replaced by 1 applies to 1 ⊙ 1 = 1, so

Σ_j |x_j|² = Σ_kl |c_kl|²

Since c_kl = c_lk, the weight e_k/e_l may be averaged with e_l/e_k. Subtracting the second result then leaves the weight

(e_k/e_l + e_l/e_k)/2 − 1 = (e_k − e_l)²/(2 e_k e_l)

and hence the identity

x†(G − 1)x = Σ_kl (e_k − e_l)²/(2 e_k e_l) |c_kl|²

Every term on the right is non-negative, which is the inequality.

If S also equals its transpose, so does S⁻¹, and the row sums of G are

Σ_j S_ij (S⁻¹)_ij = Σ_j S_ij (S⁻¹)_ji = (S S⁻¹)_ii = 1

The vector with all entries 1 is then an eigenvector of G with eigenvalue 1. For a non-empty real basis the lower bound is therefore attained, and the constant 1 cannot be raised.

## Definitions and proofs in Lean 4

```lean
import Mathlib

open Matrix
open scoped ComplexOrder

namespace FiedlerOverlap

noncomputable section

variable {n : Type*} [Fintype n] [DecidableEq n]
variable {E : Type*} [NormedAddCommGroup E] [InnerProductSpace ℂ E]

/-- The overlap matrix `S i j = ⟨φ i, φ j⟩` of a family of functions. -/
def overlap (φ : n → E) : Matrix n n ℂ := Matrix.of fun i j => inner ℂ (φ i) (φ j)

/-- The dual functions `∑ k, (S⁻¹) k j • φ k` of a family whose overlap matrix `S` is
invertible. -/
def dualBasis (φ : n → E) (j : n) : E := ∑ k, (overlap φ)⁻¹ k j • φ k

/-- The amplitude of the coefficient vector `x` on the entrywise product of the columns
`k` and `l` of `U`. -/
def pairAmplitude (U : Matrix n n ℂ) (x : n → ℂ) (k l : n) : ℂ :=
  ∑ j, star (U j k) * star (U j l) * x j

/-- If the overlap matrix is invertible, the dual functions are biorthogonal to the basis. -/
theorem inner_dualBasis (φ : n → E) (h : IsUnit (overlap φ).det) (i j : n) :
    inner ℂ (φ i) (dualBasis φ j) = (1 : Matrix n n ℂ) i j := by
  rw [← Matrix.mul_nonsing_inv _ h, Matrix.mul_apply, dualBasis, inner_sum]
  refine Finset.sum_congr rfl fun k _ => ?_
  rw [inner_smul_right, mul_comm]
  rfl

/-- If the overlap matrix is positive definite, the overlap matrix of the dual functions is
its inverse. -/
theorem overlap_dualBasis (φ : n → E) (h : (overlap φ).PosDef) :
    overlap (dualBasis φ) = (overlap φ)⁻¹ := by
  have hu : IsUnit (overlap φ).det := isUnit_iff_ne_zero.mpr h.det_pos.ne'
  ext i j
  change inner ℂ (∑ k, (overlap φ)⁻¹ k i • φ k) (dualBasis φ j) = _
  rw [sum_inner]
  simp only [inner_smul_left, inner_dualBasis φ hu, Matrix.one_apply, mul_ite, mul_one,
    mul_zero, Finset.sum_ite_eq', Finset.mem_univ, if_true]
  exact h.isHermitian.inv.apply i j

/-- For two matrices `U diag(a) U†` and `U diag(b) U†` with real `a` and `b`, the quadratic
form of the entrywise product is a weighted sum of squared pair amplitudes. -/
theorem hadamard_form (U : Matrix n n ℂ) (a b : n → ℝ) (x : n → ℂ) :
    star x ⬝ᵥ (((U * diagonal (fun k => (a k : ℂ)) * Uᴴ) ⊙
      (U * diagonal (fun k => (b k : ℂ)) * Uᴴ)) *ᵥ x) =
    ((∑ k, ∑ l, a k * b l * ‖pairAmplitude U x k l‖ ^ 2 : ℝ) : ℂ) := by
  have entry : ∀ (c : n → ℝ) (i j : n), (U * diagonal (fun k => (c k : ℂ)) * Uᴴ) i j =
      ∑ k, (c k : ℂ) * U i k * star (U j k) := by
    intro c i j
    rw [Matrix.mul_apply]
    refine Finset.sum_congr rfl fun k _ => ?_
    rw [Matrix.mul_diagonal, Matrix.conjTranspose_apply]
    ring
  have sq : ∀ z : ℂ, (‖z‖ : ℂ) ^ 2 = star z * z := fun z => (Complex.conj_mul' z).symm
  -- both sides are the same fourfold sum, in a different order
  let F : n → n → n → n → ℂ := fun i j k l =>
    a k * b l * (U i k * U i l * star (x i)) * (star (U j k) * star (U j l) * x j)
  have hL : star x ⬝ᵥ (((U * diagonal (fun k => (a k : ℂ)) * Uᴴ) ⊙
      (U * diagonal (fun k => (b k : ℂ)) * Uᴴ)) *ᵥ x) = ∑ i, ∑ j, ∑ k, ∑ l, F i j k l := by
    simp only [dotProduct, Matrix.mulVec, Matrix.hadamard_apply, entry, Pi.star_apply]
    refine Finset.sum_congr rfl fun i _ => ?_
    rw [Finset.mul_sum]
    refine Finset.sum_congr rfl fun j _ => ?_
    rw [Finset.sum_mul_sum, Finset.sum_mul, Finset.mul_sum]
    refine Finset.sum_congr rfl fun k _ => ?_
    rw [Finset.sum_mul, Finset.mul_sum]
    refine Finset.sum_congr rfl fun l _ => ?_
    simp only [F]
    ring
  have hR : ((∑ k, ∑ l, a k * b l * ‖pairAmplitude U x k l‖ ^ 2 : ℝ) : ℂ) =
      ∑ k, ∑ l, ∑ i, ∑ j, F i j k l := by
    push_cast
    refine Finset.sum_congr rfl fun k _ => Finset.sum_congr rfl fun l _ => ?_
    rw [sq, pairAmplitude, star_sum, Finset.sum_mul_sum, Finset.mul_sum]
    refine Finset.sum_congr rfl fun i _ => ?_
    rw [Finset.mul_sum]
    refine Finset.sum_congr rfl fun j _ => ?_
    simp only [F, star_mul', star_star]
    ring
  rw [hL, hR]
  exact (Finset.sum_congr rfl fun i _ => Finset.sum_comm).trans
    (Finset.sum_comm.trans (Finset.sum_congr rfl fun k _ =>
      (Finset.sum_congr rfl fun i _ => Finset.sum_comm).trans Finset.sum_comm))

/-- For `S = U diag(e) U†` with `U` unitary and `e` real and nowhere zero, the quadratic form of
`S ⊙ S⁻¹ - 1` is the sum over `k` and `l` of `(e k - e l) ^ 2 / (2 * e k * e l)` times the squared
modulus of the pair amplitude. -/
theorem fiedler_identity (U S : Matrix n n ℂ) (e : n → ℝ) (hU : Uᴴ * U = 1)
    (he : ∀ k, e k ≠ 0) (hS : S = U * diagonal (fun k => (e k : ℂ)) * Uᴴ) (x : n → ℂ) :
    star x ⬝ᵥ ((S ⊙ S⁻¹ - 1) *ᵥ x) =
    ((∑ k, ∑ l, (e k - e l) ^ 2 / (2 * e k * e l) * ‖pairAmplitude U x k l‖ ^ 2 : ℝ) : ℂ) := by
  have hinv : S⁻¹ = U * diagonal (fun k => (((e k)⁻¹ : ℝ) : ℂ)) * Uᴴ := by
    apply Matrix.inv_eq_right_inv
    have hd : diagonal (fun k => (e k : ℂ)) * diagonal (fun k => (((e k)⁻¹ : ℝ) : ℂ)) = 1 := by
      rw [Matrix.diagonal_mul_diagonal, ← Matrix.diagonal_one]
      congr 1
      funext k
      rw [← Complex.ofReal_mul, mul_inv_cancel₀ (he k), Complex.ofReal_one]
    calc S * (U * diagonal (fun k => (((e k)⁻¹ : ℝ) : ℂ)) * Uᴴ)
        = U * (diagonal (fun k => (e k : ℂ)) * (Uᴴ * U) *
            diagonal (fun k => (((e k)⁻¹ : ℝ) : ℂ))) * Uᴴ := by
          rw [hS]; simp only [Matrix.mul_assoc]
      _ = 1 := by rw [hU, mul_one, hd, mul_one, mul_eq_one_comm.mp hU]
  have hone : (1 : Matrix n n ℂ) = (U * diagonal (fun _ => ((1 : ℝ) : ℂ)) * Uᴴ) ⊙
      (U * diagonal (fun _ => ((1 : ℝ) : ℂ)) * Uᴴ) := by
    rw [Complex.ofReal_one, Matrix.diagonal_one, mul_one, mul_eq_one_comm.mp hU]
    ext i j
    by_cases h : i = j <;> simp [Matrix.hadamard_apply, Matrix.one_apply, h]
  rw [Matrix.sub_mulVec, dotProduct_sub, hinv, hS, hone, hadamard_form U e (fun k => (e k)⁻¹),
    hadamard_form U (fun _ => 1) (fun _ => 1), ← Complex.ofReal_sub]
  congr 1
  -- exchange the two eigenvalue labels and average
  have hc : ∀ k l, pairAmplitude U x k l = pairAmplitude U x l k := fun k l =>
    Finset.sum_congr rfl fun j _ => by ring
  have hs : ∑ k, ∑ l, e k * (e l)⁻¹ * ‖pairAmplitude U x k l‖ ^ 2 =
      ∑ k, ∑ l, e l * (e k)⁻¹ * ‖pairAmplitude U x k l‖ ^ 2 := by
    rw [Finset.sum_comm]
    exact Finset.sum_congr rfl fun k _ => Finset.sum_congr rfl fun l _ => by rw [hc l k]
  have ht : ∑ k, ∑ l, (e k - e l) ^ 2 / (2 * e k * e l) * ‖pairAmplitude U x k l‖ ^ 2 =
      (∑ k, ∑ l, e k * (e l)⁻¹ * ‖pairAmplitude U x k l‖ ^ 2 +
        ∑ k, ∑ l, e l * (e k)⁻¹ * ‖pairAmplitude U x k l‖ ^ 2) / 2 -
      ∑ k, ∑ l, 1 * 1 * ‖pairAmplitude U x k l‖ ^ 2 := by
    simp only [← Finset.sum_add_distrib, Finset.sum_div, ← Finset.sum_sub_distrib]
    refine Finset.sum_congr rfl fun k _ => Finset.sum_congr rfl fun l _ => ?_
    have hk := he k
    have hl := he l
    field_simp
    ring
  linarith

/-- **Fiedler inequality**: for a complex positive definite overlap matrix `S`, the matrix with
entries `S i j * S⁻¹ i j - δ i j` is positive semidefinite. -/
theorem fiedler_inequality (S : Matrix n n ℂ) (hS : S.PosDef) :
    (S ⊙ S⁻¹ - 1).PosSemidef := by
  obtain ⟨U, e, hU, he, hSe⟩ : ∃ (U : Matrix n n ℂ) (e : n → ℝ), Uᴴ * U = 1 ∧
      (∀ k, 0 < e k) ∧ S = U * diagonal (fun k => (e k : ℂ)) * Uᴴ := by
    refine ⟨hS.isHermitian.eigenvectorUnitary, hS.isHermitian.eigenvalues,
      Matrix.mem_unitaryGroup_iff'.mp hS.isHermitian.eigenvectorUnitary.2,
      hS.eigenvalues_pos, ?_⟩
    have h := hS.isHermitian.spectral_theorem
    rw [Unitary.conjStarAlgAut_apply] at h
    exact h
  have hH : (S ⊙ S⁻¹).IsHermitian := Matrix.IsHermitian.ext fun i j => by
    rw [Matrix.hadamard_apply, Matrix.hadamard_apply, star_mul', hS.isHermitian.apply,
      hS.isHermitian.inv.apply]
  refine Matrix.PosSemidef.of_dotProduct_mulVec_nonneg (hH.sub Matrix.isHermitian_one) fun x => ?_
  rw [fiedler_identity U S e hU (fun k => (he k).ne') hSe x]
  refine Complex.zero_le_real.mpr (Finset.sum_nonneg fun k _ => Finset.sum_nonneg fun l _ => ?_)
  have hk := he k
  have hl := he l
  positivity

/-- For functions with a positive definite overlap matrix, the entrywise product of their
overlaps with those of the dual functions, minus the identity, is positive semidefinite. -/
theorem fiedler_basis_dual (φ : n → E) (h : (overlap φ).PosDef) :
    (overlap φ ⊙ overlap (dualBasis φ) - 1).PosSemidef := by
  rw [overlap_dualBasis φ h]
  exact fiedler_inequality _ h


/-- For an invertible overlap matrix that equals its transpose, `S ⊙ S⁻¹` leaves the vector
with all coefficients one unchanged. -/
theorem fiedler_sharp (S : Matrix n n ℂ) (hu : IsUnit S.det) (hT : Sᵀ = S) :
    (S ⊙ S⁻¹) *ᵥ (fun _ => 1) = fun _ => 1 := by
  have hI : (S⁻¹)ᵀ = S⁻¹ := by rw [Matrix.transpose_nonsing_inv, hT]
  funext i
  have h1 : ∑ j, S i j * S⁻¹ j i = 1 := by
    rw [← Matrix.mul_apply, Matrix.mul_nonsing_inv _ hu, Matrix.one_apply_eq]
  refine Eq.trans ?_ h1
  refine Finset.sum_congr rfl fun j _ => ?_
  have hji : S⁻¹ i j = S⁻¹ j i := congrFun (congrFun hI j) i
  change S i j * S⁻¹ i j * 1 = S i j * S⁻¹ j i
  rw [mul_one, hji]

end

end FiedlerOverlap
```

```lean
#print axioms FiedlerOverlap.fiedler_inequality
-- 'FiedlerOverlap.fiedler_inequality' depends on axioms: [propext, Classical.choice, Quot.sound]
#print axioms FiedlerOverlap.fiedler_basis_dual
-- 'FiedlerOverlap.fiedler_basis_dual' depends on axioms: [propext, Classical.choice, Quot.sound]
#print axioms FiedlerOverlap.fiedler_sharp
-- 'FiedlerOverlap.fiedler_sharp' depends on axioms: [propext, Classical.choice, Quot.sound]
```

## How the Lean objects map to basis functions

The type `n` labels the basis functions, and `E` is any complex inner product space, possibly infinite-dimensional. Only the basis is finite. `overlap φ` is S, `dualBasis φ j` is φ̃_j, and `pairAmplitude U x k l` is c_kl. The symbol `⊙` is the entrywise product, and `star x ⬝ᵥ (M *ᵥ x)` is x†Mx.

`fiedler_inequality` is stated for any complex matrix `S` with `S.PosDef`, a property that includes being Hermitian. `fiedler_basis_dual` is the version for functions: if `overlap φ` is positive definite, then the entrywise product of the overlaps of φ with those of its duals, minus the identity, is positive semidefinite. Positive definiteness is assumed there. Physically it stands for linear independence of the basis functions.

`fiedler_identity` is more general than the inequality needs, because it allows real eigenvalues of either sign as long as none is zero. `fiedler_sharp` asks for an invertible matrix with `Sᵀ = S`, where `ᵀ` is the transpose without conjugation. A Hermitian overlap matrix meets this condition exactly when its entries are real.

The lemmas follow the derivation in order:

- `inner_dualBasis` writes the identity as S S⁻¹ and compares the sums term by term. `overlap_dualBasis` then expands the first dual function and uses that S⁻¹ is Hermitian.
- `hadamard_form` proves the formula with the pair amplitudes for two arbitrary sets of real weights `a` and `b`. Both sides are expanded into the same summand `F i j k l`, and the order of the four sums is exchanged with `Finset.sum_comm`.
- `fiedler_identity` confirms the spectral form of S⁻¹ in `hinv` and writes the identity matrix as an entrywise product in `hone`. The symmetry of the amplitudes is `hc`, the exchange of labels is `hs`, and the algebra of the averaged weights is `ht`.
- `fiedler_inequality` supplies the diagonalisation, shows that S ⊙ S⁻¹ is Hermitian, and lets `positivity` settle the sign of each term.
- `fiedler_sharp` is the row-sum calculation.

## The spectral theorem as a source of plain matrices

The step that brings in the eigenvalues is Mathlib's `spectral_theorem` for Hermitian matrices. It states the diagonalisation through an abstract conjugation map attached to a unitary element. Rewriting with `Unitary.conjStarAlgAut_apply` turns that map into the familiar product of U, a diagonal matrix and U†.

The proof uses this once, inside an `obtain` that hands on only four things: a matrix `U`, a real function `e`, the relation `Uᴴ * U = 1` together with positivity of `e`, and the factorisation of S. Everything after that is finite sums. The eigenvalues have type `n → ℝ`, so their reality is built into the type and their labels come from the same set as the basis labels. That is a matter of counting: eigenvalue k has no particular link to basis function k. Degenerate eigenvalues need no separate treatment, because the identity holds for any orthonormal eigenbasis; pairs with equal eigenvalues simply contribute zero.

## Computed inverses, pseudo-inverses and complex bases

The theorems hold for an exact positive definite S and its exact inverse. The step left to the user is from these to the arrays in memory, where integrals carry errors and the inverse is rounded. For a real basis the exact G has an eigenvalue equal to 1, so rounding can push a computed eigenvalue slightly below 1 even when S is well conditioned. For a badly conditioned S the violation can be larger, and its size needs its own error analysis.

The bound is one-sided. It limits the smallest eigenvalue of G and says nothing about the largest, so the condition number of G may still be large.

If the inverse is replaced by a pseudo-inverse, the inequality can fail for a singular S. Two identical normalised functions give an S with all entries 1 and a pseudo-inverse with all entries 1/4. Their entrywise product has eigenvalues 0 and 1/2.

For complex basis functions the order of the indices matters. The matrix here is S_ij (S⁻¹)_ij, whereas S_ij (S⁻¹)_ji is in general a different one. The row-sum check is also lost: for two normalised functions with the overlap S_12 = it, where i is here the imaginary unit, t is real and 0 < |t| < 1, each row of G sums to (1 + t²)/(1 − t²) instead of 1. The inequality itself still holds in that case.

The reading of G as the metric of two-particle products is an interpretation added here; the checked statements concern the matrix and the overlaps of φ and its duals.
